# In a quadratic model with unconstrained densities, band energy at the input potential minus double counting at the output density has no local extremum at self-consistency if the bare density generates a nonzero potential

The model has finitely many components, with a real bare density r, a symmetric density response X and a symmetric interaction K; densities range over all real vectors, with no positivity or particle-number constraint. An input density n gives the potential Kn and the output density r + XKn, and the mixed energy is the quadratic band energy r·Kn + ½ Kn·XKn minus half the output density paired with K times itself. `mixedEnergy_not_localExtr` states that if n equals its own output density and Kr ≠ 0, then n is neither a local minimum nor a local maximum of this energy. The proof restricts the energy to the line n + tKr, where the derivative at t = 0 is r·K(Kr) = Kr·Kr. A local extremum would make this zero, hence Kr = 0, a contradiction.

An attempt in Lean 4 with a fault in it:

```lean
import Mathlib

open Matrix Topology Filter

namespace MixedHarrisFunctional

noncomputable section

variable {ι : Type*} [Fintype ι]

/-- Band energy of the quadratic model in the potential `v`, with bare density `r` and
density response `X`. -/
def bandEnergy (r : ι → ℝ) (X : Matrix ι ι ℝ) (v : ι → ℝ) : ℝ :=
  r ⬝ᵥ v + (v ⬝ᵥ (X *ᵥ v)) / 2

/-- Output density produced by the potential `K n` of the input density `n`. -/
def outputDensity (r : ι → ℝ) (X K : Matrix ι ι ℝ) (n : ι → ℝ) : ι → ℝ :=
  r + X *ᵥ (K *ᵥ n)

/-- The mixed energy formula: band energy in the input potential, minus the double-counting
term evaluated at the output density. -/
def mixedEnergy (r : ι → ℝ) (X K : Matrix ι ι ℝ) (n : ι → ℝ) : ℝ :=
  bandEnergy r X (K *ᵥ n)
    - (outputDensity r X K n ⬝ᵥ (K *ᵥ outputDensity r X K n)) / 2

/-- A symmetric matrix defines a symmetric bilinear form. -/
lemma symm_dot {A : Matrix ι ι ℝ} (hA : A.IsSymm) (u w : ι → ℝ) :
    u ⬝ᵥ (A *ᵥ w) = w ⬝ᵥ (A *ᵥ u) := by
  rw [Matrix.dotProduct_mulVec, ← Matrix.mulVec_transpose, hA.eq, dotProduct_comm]

variable {r n : ι → ℝ} {X K : Matrix ι ι ℝ}

/-- Exact expansion of the mixed energy about a self-consistent density `n`: the density error
`d` enters with a linear term `r · K d` and a quadratic term. -/
theorem mixedEnergy_expansion (hX : X.IsSymm) (hK : K.IsSymm)
    (hn : outputDensity r X K n = n) (d : ι → ℝ) :
    mixedEnergy r X K (n + d) = mixedEnergy r X K n + r ⬝ᵥ (K *ᵥ d)
      + ((K *ᵥ d) ⬝ᵥ (X *ᵥ (K *ᵥ d))
        - (X *ᵥ (K *ᵥ d)) ⬝ᵥ (K *ᵥ (X *ᵥ (K *ᵥ d)))) / 2 := by
  -- the output error is the response to the potential error
  have ho : outputDensity r X K (n + d) = n + X *ᵥ (K *ᵥ d) := by
    have h : r + X *ᵥ (K *ᵥ n) = n := hn
    unfold outputDensity
    rw [Matrix.mulVec_add, Matrix.mulVec_add, ← add_assoc, h]
  unfold mixedEnergy
  rw [ho, hn]
  simp only [bandEnergy, Matrix.mulVec_add, dotProduct_add, add_dotProduct]
  -- the cross terms of the two contributions cancel by symmetry
  have s1 := symm_dot hX (K *ᵥ n) (K *ᵥ d)
  have s2 := symm_dot hK n (X *ᵥ (K *ᵥ d))
  have s3 := dotProduct_comm (X *ᵥ (K *ᵥ d)) (K *ᵥ n)
  linarith

/-- At a self-consistent density the directional derivative of the mixed energy along `d` is
the bare density paired with the potential change, `r · K d`. -/
theorem hasDerivAt_mixedEnergy_bare (hX : X.IsSymm) (hK : K.IsSymm)
    (hn : outputDensity r X K n = n) (d : ι → ℝ) :
    HasDerivAt (fun t : ℝ => mixedEnergy r X K (n + t • d)) (r ⬝ᵥ (K *ᵥ d)) 0 := by
  have q : ∀ a b c : ℝ, HasDerivAt (fun t : ℝ => c + t * a + t ^ 2 * b) a 0 := by
    intro a b c
    have h := (((hasDerivAt_id' (0 : ℝ)).mul_const a).const_add c).fun_add
      (((hasDerivAt_id' (0 : ℝ)).fun_pow 2).mul_const b)
    exact h.congr_deriv (by simp)
  -- along a line the mixed energy is a quadratic polynomial
  have e : (fun t : ℝ => mixedEnergy r X K (n + t • d)) = fun t : ℝ =>
      mixedEnergy r X K n + t * (r ⬝ᵥ (K *ᵥ d))
        + t ^ 2 * (((K *ᵥ d) ⬝ᵥ (X *ᵥ (K *ᵥ d))
          - (X *ᵥ (K *ᵥ d)) ⬝ᵥ (K *ᵥ (X *ᵥ (K *ᵥ d)))) / 2) := by
    funext t
    rw [mixedEnergy_expansion hX hK hn]
    simp only [Matrix.mulVec_smul, dotProduct_smul, smul_dotProduct, smul_eq_mul]
    ring
  rw [e]
  exact q _ _ _

/-- If the bare density generates a nonzero potential `K r`, a self-consistent density is
neither a local minimum nor a local maximum of the mixed energy. -/
theorem mixedEnergy_not_localExtr (hX : X.IsSymm) (hK : K.IsSymm)
    (hn : outputDensity r X K n = n) (hr : K *ᵥ r ≠ 0) :
    ¬ IsLocalExtr (mixedEnergy r X K) n := by
  intro h
  -- restrict to the line through `n` in the direction `K r`
  have g0 : n + (0 : ℝ) • (K *ᵥ r) = n := by simp
  have hc : Continuous (fun t : ℝ => n + t • (K *ᵥ r)) := by fun_prop
  have ht : Tendsto (fun t : ℝ => n + t • (K *ᵥ r)) (𝓝 0) (𝓝 n) := by
    have h0 := hc.tendsto 0
    simpa only [zero_smul, add_zero] using h0
  have h' : IsExtrFilter (mixedEnergy r X K) (𝓝 n)
      ((fun t : ℝ => n + t • (K *ᵥ r)) 0) := by
    show IsExtrFilter (mixedEnergy r X K) (𝓝 n) (n + (0 : ℝ) • (K *ᵥ r))
    rw [g0]
    exact h
  have hl : IsLocalExtr (fun t : ℝ => mixedEnergy r X K (n + t • (K *ᵥ r))) 0 :=
    h'.comp_tendsto ht
  have hz := hl.hasDerivAt_eq_zero (hasDerivAt_mixedEnergy_bare hX hK hn (K *ᵥ r))
  rw [symm_dot hK] at hz
  exact hr (dotProduct_self_eq_zero.1 hz)

end

end MixedHarrisFunctional
```

The compiler's answer:

```
Main.lean:94:20: error: Application type mismatch: The argument
  ht
has type
  Tendsto.{0, u_1} (fun t => n + t • K *ᵥ r) (𝓝 0) (𝓝 n)
but is expected to have type
  Tendsto.{u_1, u_1} (HAdd.hAdd n) ?m.212 (𝓝 n)
in the application
  IsExtrFilter.comp_tendsto h' ht
```

As a diff, the version that Lean accepts:

```diff
@@ -92,5 +92,5 @@
     exact h
   have hl : IsLocalExtr (fun t : ℝ => mixedEnergy r X K (n + t • (K *ᵥ r))) 0 :=
-    h'.comp_tendsto ht
+    IsExtrFilter.comp_tendsto (g := fun t : ℝ => n + t • (K *ᵥ r)) h' ht
   have hz := hl.hasDerivAt_eq_zero (hasDerivAt_mixedEnergy_bare hX hK hn (K *ᵥ r))
   rw [symm_dot hK] at hz
```

Cause. The error comes from the step that carries the extremum over to the line. `IsExtrFilter.comp_tendsto` needs an extremum at a point of the form `g b` and a proof that `g` tends to the right filter, and here Lean had to infer `g` from `h'`.

The type of `h'` was written with the point as `(fun t : ℝ => n + t • (K *ᵥ r)) 0`, but that form did not guide the inference. Lean read the point as the sum `n + 0 • (K *ᵥ r)`, which is `HAdd.hAdd n` applied to `0 • (K *ᵥ r)`, and so took `g` to be `HAdd.hAdd n`, a function of a vector. The message shows this: a limit for `HAdd.hAdd n` is expected, while `ht` gives one for the function of the real number `t`.

The repair calls the lemma by its full name and supplies `g` explicitly as the line. The point in `h'` then matches `g` at 0, and `ht` has the required type. The mathematical argument is unchanged.
